# The weighted gap between successive Coulomb multipole kernels as an integral over inverse distance

In the multipole expansion of the Coulomb repulsion between two electrons at radii 0 < r ≤ s, the radial kernel of order k is r^k / s^(k+1). `kernel_gap_of_le` states that the kernel of order k divided by 2k+1, minus the kernel of order k+1 divided by 2k+3, equals 2k+2 times the integral of (rv)^k max(0, 1 − rv) · (sv)^k max(0, 1 − sv) over v from 0 to B, for any B ≥ 1/s. The radii are fixed numbers, and no wavefunction or charge density enters. The proof splits the integral at 1/s, beyond which the second factor vanishes, integrates the polynomial that remains below 1/s by means of an antiderivative, and leaves the final identity to `field_simp` and `ring`.

As first written in Lean, the proof fails:

```lean
import Mathlib

namespace KernelGapOfLe

noncomputable section

/-- The radial kernel of multipole order `k` in the Coulomb repulsion of two electrons
at positive radii `r` and `s`. -/
def slaterKernel (k : ℕ) (r s : ℝ) : ℝ := min r s ^ k / max r s ^ (k + 1)

/-- A radial probe function of the inverse distance `v`, cut off where `r * v` exceeds one. -/
def probe (k : ℕ) (r v : ℝ) : ℝ := (r * v) ^ k * max 0 (1 - r * v)

/-- The probe function is continuous in the inverse distance. -/
theorem probe_continuous (k : ℕ) (r : ℝ) : Continuous (probe k r) := by
  unfold probe
  fun_prop

/-- For radii `0 < r ≤ s` and a cutoff `B` not below `1 / s`, the gap between successive kernels,
each divided by `2k+1` for its order `k`, is `2k+2` times the integral from `0` to `B` of the
product of two probe functions. -/
theorem kernel_gap_of_le (k : ℕ) {r s B : ℝ} (hr : 0 < r) (hrs : r ≤ s) (hB : 1 / s ≤ B) :
    slaterKernel k r s / (2 * k + 1) - slaterKernel (k + 1) r s / (2 * k + 3)
      = (2 * k + 2) * ∫ v in (0 : ℝ)..B, probe k r v * probe k s v := by
  have hs : 0 < s := hr.trans_le hrs
  have hc : Continuous fun v => probe k r v * probe k s v :=
    (probe_continuous k r).mul (probe_continuous k s)
  -- beyond 1 / s the probe of the outer electron vanishes
  have hout : ∫ v in (1 / s)..B, probe k r v * probe k s v = 0 := by
    have h : ∫ v in (1 / s)..B, probe k r v * probe k s v = ∫ _v in (1 / s)..B, (0 : ℝ) := by
      refine intervalIntegral.integral_congr fun v hv => ?_
      rw [Set.uIcc_of_le hB] at hv
      have h1 : 1 ≤ v * s := (div_le_iff₀ hs).1 hv.1
      have h2 : max 0 (1 - s * v) = 0 := max_eq_left (by linarith [mul_comm v s])
      simp only [probe, h2, mul_zero]
    rw [h, intervalIntegral.integral_zero]
  -- below 1 / s the integrand is a polynomial
  have hin : ∫ v in (0 : ℝ)..(1 / s), probe k r v * probe k s v
      = ∫ v in (0 : ℝ)..(1 / s), (r * s) ^ k *
        (v ^ (2 * k) - (r + s) * v ^ (2 * k + 1) + r * s * v ^ (2 * k + 2)) := by
    refine intervalIntegral.integral_congr fun v hv => ?_
    rw [Set.uIcc_of_le (by positivity)] at hv
    have h1 : v * s ≤ 1 := (le_div_iff₀ hs).1 hv.2
    have h2 : r * v ≤ s * v := mul_le_mul_of_nonneg_right hrs hv.1
    have h3 : max 0 (1 - s * v) = 1 - s * v := max_eq_right (by linarith [mul_comm v s])
    have h4 : max 0 (1 - r * v) = 1 - r * v := max_eq_right (by linarith [mul_comm v s])
    simp only [probe, h3, h4]
    ring
  have hp : ∀ (n : ℕ) (v : ℝ),
      HasDerivAt (fun v : ℝ => v ^ (n + 1) / ((n : ℝ) + 1)) (v ^ n) v := by
    intro n v
    have hn : (n : ℝ) + 1 ≠ 0 := by positivity
    refine ((hasDerivAt_pow (n + 1) v).div_const ((n : ℝ) + 1)).congr_deriv ?_
    rw [Nat.add_sub_cancel, Nat.cast_add_one]
    exact mul_div_cancel_left₀ _ hn
  have hF := intervalIntegral.integral_eq_sub_of_hasDerivAt (a := 0) (b := 1 / s)
    (f' := fun v : ℝ => (r * s) ^ k *
      (v ^ (2 * k) - (r + s) * v ^ (2 * k + 1) + r * s * v ^ (2 * k + 2)))
    (fun v _ => (((hp (2 * k) v).fun_sub ((hp (2 * k + 1) v).const_mul (r + s))).fun_add
      ((hp (2 * k + 2) v).const_mul (r * s))).const_mul ((r * s) ^ k))
    (Continuous.intervalIntegrable (by fun_prop) _ _)
  have z : ∀ n : ℕ, (0 : ℝ) ^ (n + 1) = 0 := fun n => zero_pow n.succ_ne_zero
  rw [← intervalIntegral.integral_add_adjacent_intervals
    (hc.intervalIntegrable 0 (1 / s)) (hc.intervalIntegrable (1 / s) B), hout, hin, hF]
  simp only [slaterKernel, min_eq_left hrs, max_eq_right hrs, z]
  push_cast
  field_simp
  ring

end

end KernelGapOfLe
```

Messages:

```
Try this:
  [apply] ring_nf
  
  The `ring` tactic failed to close the goal. Use `ring_nf` to obtain a normal form.
    
  Note that `ring` works primarily in *commutative* rings. If you have a noncommutative ring, abelian group or module, consider using `noncomm_ring`, `abel` or `module` instead.
Main.lean:24:70: error: unsolved goals
k : ℕ
r s B : ℝ
hr : 0 < r
hrs : r ≤ s
hB : 1 / s ≤ B
hs : 0 < s
hc : Continuous fun v => probe k r v * probe k s v
hout : ∫ (v : ℝ) in 1 / s..B, probe k r v * probe k s v = 0
hin :
  ∫ (v : ℝ) in 0..1 / s, probe k r v * probe k s v =
    ∫ (v : ℝ) in 0..1 / s, (r * s) ^ k * (v ^ (2 * k) - (r + s) * v ^ (2 * k + 1) + r * s * v ^ (2 * k + 2))
hp : ∀ (n : ℕ) (v : ℝ), HasDerivAt (fun v => v ^ (n + 1) / (↑n + 1)) (v ^ n) v
hF :
  ∫ (y : ℝ) in 0..1 / s, (r * s) ^ k * (y ^ (2 * k) - (r + s) * y ^ (2 * k + 1) + r * s * y ^ (2 * k + 2)) =
    (r * s) ^ k *
        ((1 / s) ^ (2 * k + 1) / (↑(2 * k) + 1) - (r + s) * ((1 / s) ^ (2 * k + 1 + 1) / (↑(2 * k + 1) + 1)) +
          r * s * ((1 / s) ^ (2 * k + 2 + 1) / (↑(2 * k + 2) + 1))) -
      (r * s) ^ k *
        (0 ^ (2 * k + 1) / (↑(2 * k) + 1) - (r + s) * (0 ^ (2 * k + 1 + 1) / (↑(2 * k + 1) + 1)) +
          r * s * (0 ^ (2 * k + 2 + 1) / (↑(2 * k + 2) + 1)))
z : ∀ (n : ℕ), 0 ^ (n + 1) = 0
⊢ -(r * r ^ k * s * s ^ k * 6) - r * r ^ k * s * s ^ k * ↑k * 22 - r * r ^ k * s * s ^ k * ↑k ^ 2 * 24 -
              r * r ^ k * s * s ^ k * ↑k ^ 3 * 8 +
            r ^ k * s ^ 2 * s ^ k * 18 +
          r ^ k * s ^ 2 * s ^ k * ↑k * 42 +
        r ^ k * s ^ 2 * s ^ k * ↑k ^ 2 * 32 +
      r ^ k * s ^ 2 * s ^ k * ↑k ^ 3 * 8 =
    -(r * r ^ k * s ^ 3 * s ^ (k * 3) * ↑k * s⁻¹ ^ 2 * s⁻¹ ^ (k * 2) * 78) -
                                          r * r ^ k * s ^ 3 * s ^ (k * 3) * ↑k ^ 2 * s⁻¹ ^ 2 * s⁻¹ ^ (k * 2) * 116 -
                                        r * r ^ k * s ^ 3 * s ^ (k * 3) * ↑k ^ 3 * s⁻¹ ^ 2 * s⁻¹ ^ (k * 2) * 72 -
                                      r * r ^ k * s ^ 3 * s ^ (k * 3) * ↑k ^ 4 * s⁻¹ ^ 2 * s⁻¹ ^ (k * 2) * 16 -
                                    r * r ^ k * s ^ 3 * s ^ (k * 3) * s⁻¹ ^ 2 * s⁻¹ ^ (k * 2) * 18 +
                                  r * r ^ k * s ^ 4 * s ^ (k * 3) * ↑k * s⁻¹ ^ 3 * s⁻¹ ^ (k * 2) * 56 +
                                r * r ^ k * s ^ 4 * s ^ (k * 3) * ↑k ^ 2 * s⁻¹ ^ 3 * s⁻¹ ^ (k * 2) * 92 +
                              r * r ^ k * s ^ 4 * s ^ (k * 3) * ↑k ^ 3 * s⁻¹ ^ 3 * s⁻¹ ^ (k * 2) * 64 +
                            r * r ^ k * s ^ 4 * s ^ (k * 3) * ↑k ^ 4 * s⁻¹ ^ 3 * s⁻¹ ^ (k * 2) * 16 +
                          r * r ^ k * s ^ 4 * s ^ (k * 3) * s⁻¹ ^ 3 * s⁻¹ ^ (k * 2) * 12 +
                        r ^ k * s ^ 3 * s ^ (k * 3) * ↑k * s⁻¹ * s⁻¹ ^ (k * 2) * 120 +
                      r ^ k * s ^ 3 * s ^ (k * 3) * ↑k ^ 2 * s⁻¹ * s⁻¹ ^ (k * 2) * 148 +
                    r ^ k * s ^ 3 * s ^ (k * 3) * ↑k ^ 3 * s⁻¹ * s⁻¹ ^ (k * 2) * 80 +
                  r ^ k * s ^ 3 * s ^ (k * 3) * ↑k ^ 4 * s⁻¹ * s⁻¹ ^ (k * 2) * 16 +
                r ^ k * s ^ 3 * s ^ (k * 3) * s⁻¹ * s⁻¹ ^ (k * 2) * 36 -
              r ^ k * s ^ 4 * s ^ (k * 3) * ↑k * s⁻¹ ^ 2 * s⁻¹ ^ (k * 2) * 78 -
            r ^ k * s ^ 4 * s ^ (k * 3) * ↑k ^ 2 * s⁻¹ ^ 2 * s⁻¹ ^ (k * 2) * 116 -
          r ^ k * s ^ 4 * s ^ (k * 3) * ↑k ^ 3 * s⁻¹ ^ 2 * s⁻¹ ^ (k * 2) * 72 -
        r ^ k * s ^ 4 * s ^ (k * 3) * ↑k ^ 4 * s⁻¹ ^ 2 * s⁻¹ ^ (k * 2) * 16 -
      r ^ k * s ^ 4 * s ^ (k * 3) * s⁻¹ ^ 2 * s⁻¹ ^ (k * 2) * 18
```

What went wrong. Lean reports one failure, in the closing algebra. The final `ring` does not close the goal, and the suggestion of `ring_nf` only offers a normal form. The "unsolved goals" error shows what is left: an equation whose right side still has products such as `s ^ (k * 3) * s⁻¹ ^ (k * 2)`.

These inverses come from the antiderivative at the endpoint, which contributes powers such as `(1 / s) ^ (2 * k + 1)`. `field_simp` did not clear these powers of a quotient, whose exponents contain the variable `k`. `ring` could not finish the job, because cancelling `s` against `s⁻¹` needs `s ≠ 0`, and `ring` does not use the hypothesis `hs`.

The repair adds two lemmas to the `simp only` call. `one_div_pow` rewrites `(1 / s) ^ n` as `1 / s ^ n`, so that `field_simp` meets ordinary denominators and can clear them, using the fact that `s` is nonzero. `mul_pow` splits `(r * s) ^ k` into `r ^ k * s ^ k`, which puts the powers of `s` in plain view for cancellation. The messages do not show whether this second rewrite is needed.

This version goes through:

```diff
@@ -63,5 +63,5 @@
   rw [← intervalIntegral.integral_add_adjacent_intervals
     (hc.intervalIntegrable 0 (1 / s)) (hc.intervalIntegrable (1 / s) B), hout, hin, hF]
-  simp only [slaterKernel, min_eq_left hrs, max_eq_right hrs, z]
+  simp only [slaterKernel, min_eq_left hrs, max_eq_right hrs, z, one_div_pow, mul_pow]
   push_cast
   field_simp
```
